# Stable time steps for explicit central-difference drift-diffusion, before and after mesh halving

Stability is taken here to mean that no plane wave has a Fourier factor of modulus above one, on an infinite one-dimensional grid with constant coefficients. Boundaries, position-dependent fields and the accuracy of the solution do not enter. The results bound the time step of this explicit scheme, for example when it is applied to a linear model of carriers drifting and diffusing in a uniform field. The scheme is forward Euler in time; other time integrators, explicit or implicit, and other discretisations of the drift term are not covered.

The equation is \(\partial_t u = D\,\partial_x^2u - v\,\partial_x u\), with diffusion constant \(D\), drift velocity \(v\), mesh width \(h\) and time step \(dt\). Set \(r=D\,dt/h^2\) and \(c=v\,dt/h\). One time step \(S\), called `step r c`, acts on complex grid functions `ℤ → ℂ`:

\[(Su)_j=u_j+r(u_{j+1}-2u_j+u_{j-1})-\tfrac c2(u_{j+1}-u_{j-1}).\]

The plane wave `mode θ` is \(m_j=e^{i\theta j}\), and `growthFactor` is \(g(\theta)=1-2r(1-\cos\theta)-ic\sin\theta\). The set `stableSteps D v h` holds the positive \(dt\) with \(|g(\theta)|\le1\) for every real \(\theta\). In (a)–(e), \(r\) and \(c\) are arbitrary reals.

In Lean 4 with Mathlib:

```lean
import Mathlib

open Complex

namespace DriftDiffusionStability

noncomputable section

/-- One explicit time step of the central-difference drift-diffusion scheme on an infinite
grid, with diffusion number `r` and Courant number `c`. -/
def step (r c : ℝ) (u : ℤ → ℂ) : ℤ → ℂ := fun j =>
  u j + r * (u (j + 1) - 2 * u j + u (j - 1)) - c / 2 * (u (j + 1) - u (j - 1))

/-- The plane wave on the grid with phase advance `θ` per cell. -/
def mode (θ : ℝ) : ℤ → ℂ := fun j => Complex.exp (θ * j * I)

/-- The Fourier factor `g(θ) = 1 - 2r(1 - cos θ) - i c sin θ`. -/
def growthFactor (r c θ : ℝ) : ℂ :=
  ((1 - 2 * r * (1 - Real.cos θ) : ℝ) : ℂ) - ((c * Real.sin θ : ℝ) : ℂ) * I

/-- The time steps `dt > 0` for which no Fourier factor exceeds one in modulus, for diffusion
constant `D`, drift velocity `v` and mesh width `h ≠ 0`. -/
def stableSteps (D v h : ℝ) : Set ℝ :=
  {dt | 0 < dt ∧ ∀ θ : ℝ, ‖growthFactor (D * dt / h ^ 2) (v * dt / h) θ‖ ≤ 1}
```

## (a) Plane waves are eigenfunctions

Show that \(Sm=g(\theta)\,m\).

**Solution.** Since \(m_{j\pm1}=e^{\pm i\theta}m_j\), the second difference is \((2\cos\theta-2)m_j\) and the first is \(2i\sin\theta\,m_j\). Inserting both gives \(g(\theta)m_j\). In the code, `h1` and `h2` are the two neighbour phases, and `ring` collects the terms.

```lean
/-- One time step multiplies a plane wave by its Fourier factor. -/
theorem step_mode (r c θ : ℝ) :
    step r c (mode θ) = growthFactor r c θ • mode θ := by
  funext j
  -- neighbouring grid values differ by a phase
  have h1 : mode θ (j + 1) = mode θ j * (Complex.cos θ + Complex.sin θ * I) := by
    unfold mode
    rw [← Complex.exp_mul_I, ← Complex.exp_add]
    congr 1
    push_cast
    ring
  have h2 : mode θ (j - 1) = mode θ j * (Complex.cos θ - Complex.sin θ * I) := by
    have e : Complex.cos θ - Complex.sin θ * I = Complex.exp (-(θ : ℂ) * I) := by
      rw [Complex.exp_mul_I, Complex.cos_neg, Complex.sin_neg]
      ring
    rw [e]
    unfold mode
    rw [← Complex.exp_add]
    congr 1
    push_cast
    ring
  simp only [step, h1, h2, growthFactor, Pi.smul_apply, smul_eq_mul]
  push_cast
  ring
```

## (b) Many time steps

Show that \(S^n m=g(\theta)^n m\) for every natural number \(n\).

**Solution.** The case \(n=0\) is trivial. As \(S\) is linear, \(S^{n+1}m=S(g^nm)=g^nSm=g^{n+1}m\). The code uses the same induction, with `hlin` moving the scalar through \(S\).

```lean
/-- After `n` time steps a plane wave is multiplied by the `n`-th power of its Fourier factor. -/
theorem iterate_step_mode (r c θ : ℝ) (n : ℕ) :
    (step r c)^[n] (mode θ) = growthFactor r c θ ^ n • mode θ := by
  have hlin : ∀ (a : ℂ) (u : ℤ → ℂ), step r c (a • u) = a • step r c u := by
    intro a u
    funext j
    simp only [step, Pi.smul_apply, smul_eq_mul]
    ring
  induction n with
  | zero => simp
  | succ n ih =>
    rw [Function.iterate_succ_apply', ih, hlin, step_mode, smul_smul, pow_succ]
```

## (c) Damping of a wave

With \(y=1-\cos\theta\), show that

\[|g|^2=1-y\,\bigl(4r-4r^2y-c^2(2-y)\bigr).\]

**Solution.** We have \(|g|^2=(1-2ry)^2+c^2\sin^2\theta\) and \(\sin^2\theta=y(2-y)\); expand. The code computes the real and imaginary parts (`hre`, `him`), then uses \(\sin^2\theta+\cos^2\theta=1\).

```lean
/-- The squared modulus of the Fourier factor, written as one minus the damping of the wave. -/
theorem norm_sq_growthFactor (r c θ : ℝ) :
    ‖growthFactor r c θ‖ ^ 2 = 1 - (1 - Real.cos θ) *
      (4 * r - 4 * r ^ 2 * (1 - Real.cos θ) - c ^ 2 * (1 + Real.cos θ)) := by
  have hre : (growthFactor r c θ).re = 1 - 2 * r * (1 - Real.cos θ) := by
    unfold growthFactor
    rw [Complex.sub_re, Complex.ofReal_re, Complex.re_ofReal_mul, Complex.I_re]
    ring
  have him : (growthFactor r c θ).im = -(c * Real.sin θ) := by
    unfold growthFactor
    rw [Complex.sub_im, Complex.ofReal_im, Complex.im_ofReal_mul, Complex.I_im]
    ring
  rw [Complex.sq_norm, Complex.normSq_apply, hre, him]
  linear_combination c ^ 2 * Real.sin_sq_add_cos_sq θ
```

## (d) The stability condition

Show that \(|g(\theta)|\le1\) for all real \(\theta\) if and only if \(c^2\le2r\le1\).

**Solution.** Let \(B\) be the bracket in (c). If the condition holds, then \(r\ge0\) and

\[B=(2-y)(2r-c^2)+2y\,r(1-2r)\ge0,\]

so \(|g|\le1\). These two terms are `a1` and `a2`, up to a factor 2 in the second.

Conversely, \(yB\ge0\) for every \(\theta\) (`key`). At \(\theta=\pi\), \(y=2\) and \(r(1-2r)\ge0\), so \(2r\le1\). Suppose \(c^2>2r\). Put \(d=2c^2-4r>0\) and \(y=d/(c^2+d)\in(0,1]\), reached at \(\theta=\arccos(1-y)\). Then \(c^2y=d-yd\), and

\[B=-d+c^2y-4r^2y=-y(d+4r^2)<0,\]

a contradiction.

Testing only \(\theta=\pi\) misses the drift condition, because \(\sin\pi=0\) removes \(c\). In the limit \(r=0\) of pure drift, the condition forces \(c=0\): without diffusion, this scheme amplifies some wave for any nonzero drift.

```lean
/-- No Fourier factor exceeds one in modulus if and only if `c² ≤ 2r ≤ 1`. -/
theorem norm_growthFactor_le_one_iff (r c : ℝ) :
    (∀ θ : ℝ, ‖growthFactor r c θ‖ ≤ 1) ↔ c ^ 2 ≤ 2 * r ∧ 2 * r ≤ 1 := by
  constructor
  · intro H
    have key : ∀ θ : ℝ, 0 ≤ (1 - Real.cos θ) *
        (4 * r - 4 * r ^ 2 * (1 - Real.cos θ) - c ^ 2 * (1 + Real.cos θ)) := by
      intro θ
      have h := pow_le_one₀ (n := 2) (norm_nonneg _) (H θ)
      rw [norm_sq_growthFactor] at h
      linarith
    -- the shortest wave, `θ = π`, bounds the diffusion number
    have hpi := key Real.pi
    rw [Real.cos_pi] at hpi
    have hr : 2 * r ≤ 1 := by nlinarith [sq_nonneg (2 * r - 1)]
    refine ⟨?_, hr⟩
    -- otherwise a sufficiently long wave is amplified
    by_contra hc
    have hd : 0 < 2 * c ^ 2 - 4 * r := by linarith [not_le.mp hc]
    have hs : 0 < c ^ 2 + (2 * c ^ 2 - 4 * r) := by positivity
    obtain ⟨y, hy⟩ : ∃ y, y = (2 * c ^ 2 - 4 * r) / (c ^ 2 + (2 * c ^ 2 - 4 * r)) := ⟨_, rfl⟩
    have hy0 : 0 < y := by rw [hy]; exact div_pos hd hs
    have hy1 : y ≤ 1 := by
      rw [hy, div_le_one hs]
      linarith [sq_nonneg c]
    have hys : y * (c ^ 2 + (2 * c ^ 2 - 4 * r)) = 2 * c ^ 2 - 4 * r := by
      rw [hy]; exact div_mul_cancel₀ _ hs.ne'
    have h := key (Real.arccos (1 - y))
    rw [Real.cos_arccos (by linarith) (by linarith)] at h
    have h' : 0 ≤ 4 * r - 4 * r ^ 2 * y - c ^ 2 * (2 - y) := by
      refine le_of_mul_le_mul_left ?_ hy0
      linarith
    nlinarith [mul_pos hy0 hd, mul_nonneg (sq_nonneg r) hy0.le]
  · rintro ⟨hc, hr⟩ θ
    have hr0 : 0 ≤ r := by linarith [sq_nonneg c]
    have hm : 0 ≤ 1 - Real.cos θ := by linarith [Real.cos_le_one θ]
    have hp : 0 ≤ 1 + Real.cos θ := by linarith [Real.neg_one_le_cos θ]
    -- the second factor of the damping is affine in `cos θ` and nonnegative at both ends
    have hb : 0 ≤ 4 * r - 4 * r ^ 2 * (1 - Real.cos θ) - c ^ 2 * (1 + Real.cos θ) := by
      have a1 := mul_nonneg hp (sub_nonneg.mpr hc)
      have a2 := mul_nonneg hm (mul_nonneg hr0 (sub_nonneg.mpr hr))
      linarith
    have hsq := norm_sq_growthFactor r c θ
    nlinarith [mul_nonneg hm hb, norm_nonneg (growthFactor r c θ)]
```

## (e) Boundedness for all time

Show that every plane wave stays bounded over all \(n\) and \(j\) if and only if \(c^2\le2r\le1\).

**Solution.** By (b) and \(|m_j|=1\), \(|(S^nm)_j|=|g|^n\) (`hn`). This is bounded in \(n\) exactly when \(|g|\le1\); apply (d). The statement allows a different bound for each \(\theta\), but when the condition holds, the bound 1 serves for all of them.

```lean
/-- Every plane wave stays bounded over all time steps if and only if `c² ≤ 2r ≤ 1`. -/
theorem modes_bounded_iff (r c : ℝ) :
    (∀ θ : ℝ, ∃ B : ℝ, ∀ (n : ℕ) (j : ℤ), ‖(step r c)^[n] (mode θ) j‖ ≤ B) ↔
      c ^ 2 ≤ 2 * r ∧ 2 * r ≤ 1 := by
  rw [← norm_growthFactor_le_one_iff]
  refine forall_congr' fun θ => ?_
  have hn : ∀ (n : ℕ) (j : ℤ),
      ‖(step r c)^[n] (mode θ) j‖ = ‖growthFactor r c θ‖ ^ n := by
    intro n j
    have h1 : ‖mode θ j‖ = 1 := by
      have h := Complex.norm_exp_ofReal_mul_I (θ * j)
      push_cast at h
      exact h
    rw [iterate_step_mode, Pi.smul_apply, smul_eq_mul, norm_mul, norm_pow, h1, mul_one]
  constructor
  · rintro ⟨B, hB⟩
    by_contra hg
    obtain ⟨n, hlt⟩ := pow_unbounded_of_one_lt B (not_le.mp hg)
    have h := hB n 0
    rw [hn] at h
    linarith
  · intro hg
    refine ⟨1, fun n j => ?_⟩
    rw [hn]
    exact pow_le_one₀ (norm_nonneg _) hg
```

## (f) Physical units

For \(h>0\), show that \(dt\) is stable if and only if

\[dt>0,\qquad 2D\,dt\le h^2,\qquad v^2dt\le2D.\]

**Solution.** The condition \(2r\le1\) is the first bound. Dividing \(c^2\le2r\) by \(dt/h^2>0\) gives the second.

```lean
/-- On a mesh of width `h > 0`, a time step `dt > 0` is stable if and only if
`2 D dt ≤ h²` and `v² dt ≤ 2 D`. -/
theorem mem_stableSteps (D v h dt : ℝ) (hh : 0 < h) :
    dt ∈ stableSteps D v h ↔ 0 < dt ∧ 2 * D * dt ≤ h ^ 2 ∧ v ^ 2 * dt ≤ 2 * D := by
  unfold stableSteps
  rw [Set.mem_ofPred_eq, norm_growthFactor_le_one_iff]
  refine and_congr_right fun hdt => ?_
  have hq : 0 < dt / h ^ 2 := by positivity
  have e1 : (v * dt / h) ^ 2 = v ^ 2 * dt * (dt / h ^ 2) := by ring
  have e2 : 2 * (D * dt / h ^ 2) = 2 * D * (dt / h ^ 2) := by ring
  have e3 : 2 * D * (dt / h ^ 2) = 2 * D * dt / h ^ 2 := by ring
  have hd : 2 * D * (dt / h ^ 2) ≤ 1 ↔ 2 * D * dt ≤ h ^ 2 := by
    rw [e3, div_le_one (by positivity)]
  rw [e1, e2, hd]
  constructor
  · rintro ⟨a, b⟩
    exact ⟨b, le_of_mul_le_mul_right a hq⟩
  · rintro ⟨b, a⟩
    exact ⟨mul_le_mul_of_nonneg_right a hq.le, b⟩
```

## (g) Step count on a fine mesh

Let \(D,h,T>0\), \(|v|h\le2D\) and \(N\,dt=T\) with \(N\) a natural number. Show that \(dt\) is stable if and only if \(N\ge2DT/h^2\).

**Solution.** Since \(N\ge0\) and \(N\,dt=T>0\), both \(N\) and \(dt\) are positive. If \(2D\,dt\le h^2\), then \(2Dv^2dt\le v^2h^2\le4D^2\), so the drift bound follows. Only \(2D\,dt\le h^2\) remains; multiply it by \(N>0\).

```lean
/-- If `D, h > 0` and `|v| h ≤ 2 D`, covering a time `T > 0` by `N` equal steps is stable
if and only if `N ≥ 2 D T / h²`. -/
theorem step_count (D v h T dt : ℝ) (N : ℕ) (hD : 0 < D) (hh : 0 < h)
    (hv : |v| * h ≤ 2 * D) (hT : 0 < T) (hN : N * dt = T) :
    dt ∈ stableSteps D v h ↔ 2 * D * T / h ^ 2 ≤ N := by
  subst hN
  have hN0 : (0 : ℝ) ≤ N := Nat.cast_nonneg N
  have hdt : 0 < dt := by
    by_contra hc
    nlinarith [mul_nonneg hN0 (neg_nonneg.mpr (not_lt.mp hc))]
  have hNp : (0 : ℝ) < N := by
    by_contra hc
    nlinarith [mul_nonneg (neg_nonneg.mpr (not_lt.mp hc)) hdt.le]
  rw [mem_stableSteps D v h dt hh, div_le_iff₀ (by positivity)]
  constructor
  · rintro ⟨-, h1, -⟩
    linarith [mul_le_mul_of_nonneg_left h1 hNp.le]
  · intro h1
    have h2 : 2 * D * dt ≤ h ^ 2 := le_of_mul_le_mul_left (by linarith) hNp
    refine ⟨hdt, h2, ?_⟩
    -- on a fine mesh the diffusive bound implies the drift bound
    have h3 := pow_le_pow_left₀ (by positivity) hv 2
    rw [mul_pow, sq_abs] at h3
    have h4 := mul_le_mul_of_nonneg_left h2 (sq_nonneg v)
    exact le_of_mul_le_mul_left (by linarith) (by positivity : 0 < 2 * D)
```

## (h) The same mesh, halved

Under the assumptions of (g), show that \(dt\) is stable at width \(h/2\) if and only if \(N\ge4\,(2DT/h^2)\).

**Solution.** Since \(|v|h/2\le2D\), (g) applies with \(h/2\). The factor four relates the real thresholds; rounding up to whole steps can change the ratio.

```lean
/-- If `D, h > 0` and `|v| h ≤ 2 D`, then on the halved mesh `N` equal steps covering a time
`T > 0` are stable if and only if `N` is at least four times `2 D T / h²`. -/
theorem step_count_halved (D v h T dt : ℝ) (N : ℕ) (hD : 0 < D) (hh : 0 < h)
    (hv : |v| * h ≤ 2 * D) (hT : 0 < T) (hN : N * dt = T) :
    dt ∈ stableSteps D v (h / 2) ↔ 4 * (2 * D * T / h ^ 2) ≤ N := by
  have hv' : |v| * (h / 2) ≤ 2 * D := by
    linarith [mul_nonneg (abs_nonneg v) hh.le]
  have e : 2 * D * T / (h / 2) ^ 2 = 4 * (2 * D * T / h ^ 2) := by
    have := hh.ne'
    field_simp
    try norm_num
  rw [step_count D v (h / 2) T dt N hD (by positivity) hv' hT hN, e]
```

## (i) Halving a coarse mesh

Let \(D,h>0\) and \(|v|h\ge4D\). Show that widths \(h/2\) and \(h\) have the same stable time steps.

**Solution.** The drift bound does not contain \(h\). It gives \(16D^2dt\le v^2h^2dt\le2Dh^2\), hence \(2D\,dt\le(h/2)^2\). The diffusive bound therefore holds on both meshes, and drift alone limits the step.

```lean
/-- If `D, h > 0` and `|v| h ≥ 4 D`, halving the mesh width leaves the set of stable time
steps unchanged. -/
theorem stableSteps_halved_of_coarse (D v h : ℝ) (hD : 0 < D) (hh : 0 < h)
    (hv : 4 * D ≤ |v| * h) : stableSteps D v (h / 2) = stableSteps D v h := by
  ext dt
  rw [mem_stableSteps D v (h / 2) dt (by positivity), mem_stableSteps D v h dt hh]
  constructor
  · rintro ⟨h0, h1, h2⟩
    exact ⟨h0, by nlinarith [sq_nonneg h], h2⟩
  · rintro ⟨h0, -, h2⟩
    refine ⟨h0, ?_, h2⟩
    -- on a coarse mesh the drift bound implies the diffusive bound
    have h3 := pow_le_pow_left₀ (by positivity) hv 2
    rw [mul_pow, mul_pow, sq_abs] at h3
    have h4 := mul_le_mul_of_nonneg_right h3 h0.le
    have h5 := mul_le_mul_of_nonneg_right h2 (sq_nonneg h)
    exact le_of_mul_le_mul_left (by linarith) hD

end

end DriftDiffusionStability
```

```lean
#print axioms DriftDiffusionStability.modes_bounded_iff
-- 'DriftDiffusionStability.modes_bounded_iff' depends on axioms: [propext, Classical.choice, Quot.sound]
#print axioms DriftDiffusionStability.step_count_halved
-- 'DriftDiffusionStability.step_count_halved' depends on axioms: [propext, Classical.choice, Quot.sound]
#print axioms DriftDiffusionStability.stableSteps_halved_of_coarse
-- 'DriftDiffusionStability.stableSteps_halved_of_coarse' depends on axioms: [propext, Classical.choice, Quot.sound]
```
